# The zero-temperature density matrix of an open three-site hopping chain at chemical potential zero

The theorem `fermi_trimer` concerns non-interacting fermions on an open chain of three sites, with zero on-site energy and hopping `-1` between neighbours. A Fermi matrix here multiplies each eigenvector of the Hamiltonian by its zero-temperature occupation at chemical potential zero: 1 below zero energy, 1/2 at zero and 0 above. The theorem says that a real matrix has this property exactly when it is `trimerP`, with 1/2 on the diagonal, `√2 / 4` between neighbours and 0 between the two ends. In one direction the attempt applies the property to three explicit eigenvectors, with energies `-√2`, 0 and `√2`, and solves for the columns of the matrix. In the other it takes any solution of the eigenvalue equation, finds its form according to the sign of the energy, and checks the action of `trimerP` row by row.

Lean 4 with Mathlib refuses this proof:

```lean
import Mathlib

open Matrix

namespace DivideAndConquerChain

noncomputable section

/-- Zero-temperature occupation of a level of energy `e` at chemical potential zero,
with a level at zero energy half filled. -/
def occ (e : ℝ) : ℝ := if e < 0 then 1 else if e = 0 then 1 / 2 else 0

/-- `P` is a Fermi matrix of `H`: it multiplies each eigenvector of `H` by the occupation
of its energy. -/
def IsFermi {n : ℕ} (H P : Matrix (Fin n) (Fin n) ℝ) : Prop :=
  ∀ (e : ℝ) (v : Fin n → ℝ), H *ᵥ v = e • v → P *ᵥ v = occ e • v

/-- Adjacency matrix of the three-site chain. -/
def adj : Matrix (Fin 3) (Fin 3) ℝ := !![0, 1, 0; 1, 0, 1; 0, 1, 0]

/-- Hopping Hamiltonian of the three-site chain. -/
def chainH : Matrix (Fin 3) (Fin 3) ℝ := -adj

/-- Density matrix on three sites with diagonal one half and bond order `√2 / 4`. -/
def trimerP : Matrix (Fin 3) (Fin 3) ℝ :=
  !![1 / 2, √2 / 4, 0; √2 / 4, 1 / 2, √2 / 4; 0, √2 / 4, 1 / 2]

private lemma sqrt_two_mul : √2 * √2 = (2 : ℝ) := Real.mul_self_sqrt (by norm_num)

private lemma sqrt_two_pos : (0 : ℝ) < √2 := Real.sqrt_pos.mpr (by norm_num)

private lemma occ_neg {e : ℝ} (h : e < 0) : occ e = 1 := if_pos h

private lemma occ_zero : occ 0 = 1 / 2 := by simp [occ]

private lemma occ_pos {e : ℝ} (h : 0 < e) : occ e = 0 := by
  simp [occ, not_lt_of_ge h.le, h.ne']

private lemma chainH_eq : chainH = !![0, -1, 0; -1, 0, -1; 0, -1, 0] := by
  ext i j; fin_cases i <;> fin_cases j <;> simp [chainH, adj]

/-- The three-site chain has `trimerP` as its only Fermi matrix. -/
theorem fermi_trimer (P : Matrix (Fin 3) (Fin 3) ℝ) :
    IsFermi chainH P ↔ P = trimerP := by
  have hs := sqrt_two_mul
  have hp := sqrt_two_pos
  rw [chainH_eq]
  constructor
  · intro h
    have h1 := h (-√2) ![1, √2, 1] (by
      ext i; fin_cases i <;> simp [Matrix.mulVec, dotProduct, Fin.sum_univ_three] <;> linarith)
    have h2 := h 0 ![1, 0, -1] (by
      ext i; fin_cases i <;> simp [Matrix.mulVec, dotProduct, Fin.sum_univ_three])
    have h3 := h √2 ![1, -√2, 1] (by
      ext i; fin_cases i <;> simp [Matrix.mulVec, dotProduct, Fin.sum_univ_three] <;> linarith)
    rw [occ_neg (by linarith), one_smul] at h1
    rw [occ_zero] at h2
    rw [occ_pos hp, zero_smul] at h3
    have k1 : ∀ i, P i 0 * 1 + P i 1 * √2 + P i 2 * 1 = ![1, √2, 1] i := fun i => by
      simpa [Matrix.mulVec, dotProduct, Fin.sum_univ_three] using congrFun h1 i
    have k2 : ∀ i, P i 0 * 1 + P i 1 * 0 + P i 2 * (-1) = 1 / 2 * ![1, 0, -1] i := fun i => by
      have := congrFun h2 i
      rw [Pi.smul_apply, smul_eq_mul] at this
      rw [← this]
      simp [Matrix.mulVec, dotProduct, Fin.sum_univ_three]
    have k3 : ∀ i, P i 0 * 1 + P i 1 * (-√2) + P i 2 * 1 = 0 := fun i => by
      simpa [Matrix.mulVec, dotProduct, Fin.sum_univ_three] using congrFun h3 i
    -- solve for the three columns
    have c0 : ∀ i, P i 0 = ![1, √2, 1] i / 4 + ![1, 0, -1] i / 4 := fun i => by
      linear_combination (k1 i + k3 i) / 4 + k2 i / 2
    have c1 : ∀ i, P i 1 = √2 / 4 * ![1, √2, 1] i := fun i => by
      linear_combination √2 / 4 * (k1 i - k3 i) - P i 1 / 2 * hs
    have c2 : ∀ i, P i 2 = ![1, √2, 1] i / 4 - ![1, 0, -1] i / 4 := fun i => by
      linear_combination (k1 i + k3 i) / 4 - k2 i / 2
    ext i j
    fin_cases i <;> fin_cases j <;> simp [c0, c1, c2, trimerP] <;> linarith
  · rintro rfl e v h
    have h0 := congrFun h 0
    have h1 := congrFun h 1
    have h2 := congrFun h 2
    simp [Matrix.mulVec, dotProduct, Fin.sum_univ_three] at h0 h1 h2
    rcases lt_trichotomy e 0 with he | rfl | he
    · have k : v 2 = v 0 := mul_left_cancel₀ he.ne (by linarith)
      have q : (e + √2) * v 0 = 0 := (mul_eq_zero.mp
        (show (e - √2) * ((e + √2) * v 0) = 0 by
          linear_combination e * h0 - h1 - k - v 0 * hs)).resolve_left (by linarith)
      have r : v 1 = √2 * v 0 := by linarith
      rw [occ_neg he]
      ext i; fin_cases i <;>
        simp [trimerP, Matrix.mulVec, dotProduct, Fin.sum_univ_three, k, r] <;>
        linear_combination v 0 / 4 * hs
    · have r : v 1 = 0 := by linarith
      have k : v 2 = -v 0 := by linarith
      rw [occ_zero]
      ext i; fin_cases i <;>
        simp [trimerP, Matrix.mulVec, dotProduct, Fin.sum_univ_three, k, r]
    · have k : v 2 = v 0 := mul_left_cancel₀ he.ne' (by linarith)
      have q : (e - √2) * v 0 = 0 := (mul_eq_zero.mp
        (show (e + √2) * ((e - √2) * v 0) = 0 by
          linear_combination e * h0 - h1 - k - v 0 * hs)).resolve_left (by linarith)
      have r : v 1 = -(√2 * v 0) := by linarith
      rw [occ_pos he]
      ext i; fin_cases i <;>
        simp [trimerP, Matrix.mulVec, dotProduct, Fin.sum_univ_three, k, r] <;>
        linear_combination -v 0 / 4 * hs

end

end DivideAndConquerChain
```

The error:

```
Main.lean:86:10: error: ring failed, ring expressions not equal
hs : √2 * √2 = 2
hp : 0 < √2
e : ℝ
v : Fin 3 → ℝ
h : !![0, -1, 0; -1, 0, -1; 0, -1, 0] *ᵥ v = e • v
h0 : -v 1 = e * v 0
h1 : -v 0 + -v 2 = e * v 1
h2 : -v 1 = e * v 2
he : e < 0
k : v 2 = v 0
⊢ e ^ 2 * v 0 * 2 - v 0 * 4 = 0
Main.lean:91:8: error: ring failed, ring expressions not equal
hs : √2 * √2 = 2
hp : 0 < √2
e : ℝ
v : Fin 3 → ℝ
h : !![0, -1, 0; -1, 0, -1; 0, -1, 0] *ᵥ v = e • v
h0 : -v 1 = e * v 0
h1 : -v 0 + -v 2 = e * v 1
h2 : -v 1 = e * v 2
he : e < 0
k : v 2 = v 0
q : (e + √2) * v 0 = 0
r : v 1 = √2 * v 0
⊢ √2 ^ 2 * v 0 * (-1 / 4) + v 0 * (1 / 2) = 0
Main.lean:100:10: error: ring failed, ring expressions not equal
hs : √2 * √2 = 2
hp : 0 < √2
e : ℝ
v : Fin 3 → ℝ
h : !![0, -1, 0; -1, 0, -1; 0, -1, 0] *ᵥ v = e • v
h0 : -v 1 = e * v 0
h1 : -v 0 + -v 2 = e * v 1
h2 : -v 1 = e * v 2
he : 0 < e
k : v 2 = v 0
⊢ e ^ 2 * v 0 * 2 - v 0 * 4 = 0
Main.lean:105:8: error: ring failed, ring expressions not equal
hs : √2 * √2 = 2
hp : 0 < √2
e : ℝ
v : Fin 3 → ℝ
h : !![0, -1, 0; -1, 0, -1; 0, -1, 0] *ᵥ v = e • v
h0 : -v 1 = e * v 0
h1 : -v 0 + -v 2 = e * v 1
h2 : -v 1 = e * v 2
he : 0 < e
k : v 2 = v 0
q : (e - √2) * v 0 = 0
r : v 1 = -(√2 * v 0)
⊢ √2 ^ 2 * v 0 * (1 / 4) + v 0 * (-1 / 2) = 0
```

Diagnosis. All four errors come from `linear_combination`, which subtracts the proposed combination of hypotheses from the goal and asks `ring` to confirm that nothing is left.

In the two proofs of `q`, the terms in `h0`, `h1` and `k` have the wrong sign. They produce `-e ^ 2 * v 0` where the goal has `e ^ 2 * v 0`, so `e ^ 2 * v 0 * 2 - v 0 * 4` remains. The repair reverses those three signs and keeps the `hs` term, which was right.

The other two errors come from using one combination for all three rows. The end rows need `√2 * √2 = 2` with the coefficient given, but in the middle row the two sides already agree by algebra, so the added multiple of `hs` is itself what remains. The repair gives `linarith` the fact `√2 * √2 * v 0 = 2 * v 0`, and `linarith` finds a suitable coefficient for each row, zero in the middle one.

Moving `linarith` to its own line in the proofs of `h1` and `h3` is mere tidying.

After these edits no error is left:

```diff
@@ -49,9 +49,11 @@
   · intro h
     have h1 := h (-√2) ![1, √2, 1] (by
-      ext i; fin_cases i <;> simp [Matrix.mulVec, dotProduct, Fin.sum_univ_three] <;> linarith)
+      ext i; fin_cases i <;> simp [Matrix.mulVec, dotProduct, Fin.sum_univ_three]
+      linarith)
     have h2 := h 0 ![1, 0, -1] (by
       ext i; fin_cases i <;> simp [Matrix.mulVec, dotProduct, Fin.sum_univ_three])
     have h3 := h √2 ![1, -√2, 1] (by
-      ext i; fin_cases i <;> simp [Matrix.mulVec, dotProduct, Fin.sum_univ_three] <;> linarith)
+      ext i; fin_cases i <;> simp [Matrix.mulVec, dotProduct, Fin.sum_univ_three]
+      linarith)
     rw [occ_neg (by linarith), one_smul] at h1
     rw [occ_zero] at h2
@@ -84,10 +86,10 @@
       have q : (e + √2) * v 0 = 0 := (mul_eq_zero.mp
         (show (e - √2) * ((e + √2) * v 0) = 0 by
-          linear_combination e * h0 - h1 - k - v 0 * hs)).resolve_left (by linarith)
+          linear_combination h1 - e * h0 + k - v 0 * hs)).resolve_left (by linarith)
       have r : v 1 = √2 * v 0 := by linarith
       rw [occ_neg he]
       ext i; fin_cases i <;>
         simp [trimerP, Matrix.mulVec, dotProduct, Fin.sum_univ_three, k, r] <;>
-        linear_combination v 0 / 4 * hs
+        linarith [show √2 * √2 * v 0 = 2 * v 0 by rw [hs]]
     · have r : v 1 = 0 := by linarith
       have k : v 2 = -v 0 := by linarith
@@ -98,10 +100,10 @@
       have q : (e - √2) * v 0 = 0 := (mul_eq_zero.mp
         (show (e + √2) * ((e - √2) * v 0) = 0 by
-          linear_combination e * h0 - h1 - k - v 0 * hs)).resolve_left (by linarith)
+          linear_combination h1 - e * h0 + k - v 0 * hs)).resolve_left (by linarith)
       have r : v 1 = -(√2 * v 0) := by linarith
       rw [occ_pos he]
       ext i; fin_cases i <;>
         simp [trimerP, Matrix.mulVec, dotProduct, Fin.sum_univ_three, k, r] <;>
-        linear_combination -v 0 / 4 * hs
+        linarith [show √2 * √2 * v 0 = 2 * v 0 by rw [hs]]
 
 end
```
